# For independent residual differences, the Anderson step is a quasi-Newton step with the secant matrix nearest to −bI in the Frobenius norm

## Iterates, residuals and signs

Let x ∈ ℝⁿ be the current iterate of a fixed-point problem x = g(x), and let r = g(x) − x be its residual. Earlier iterations are stored as differences. The m columns of the real n×m matrix X are differences of iterates, and the columns of R, also n×m, are the corresponding differences of residuals. The real number b is the mixing parameter, and I is the n×n identity.

Lengths are Euclidean: |v|² is the sum of the squared components of v. For a square matrix C, ‖C‖² denotes the sum of its squared entries, which is the square of the Frobenius norm.

R is assumed to have full column rank, meaning that Rv = Rw only if v = w. Physically, no stored residual difference is a linear combination of the others, so each one carries new information about the response of the residual. The matrix to be studied is

G = −bI + (X + bR)(RᵀR)⁻¹Rᵀ.

## From simple mixing to stored history

Simple mixing replaces x by x + br. This is the step x − Cr with C = −bI. A Newton step has the same form, with C the inverse Jacobian of the residual. The stored data say something about that inverse: to first order, it maps each residual difference to the matching iterate difference. Imposing this exactly on all stored pairs gives the secant equations CR = X.

When m < n, these equations leave C underdetermined. One way to fix the rest is to stay as close as possible to simple mixing, that is, to minimise ‖C + bI‖.

Anderson mixing starts elsewhere. It chooses coefficients y that make |r − Ry|² as small as possible, and then sets

x_new = x − Xy + b(r − Ry).

The two constructions give the same step. In self-consistent-field calculations, where x may be a discretised density or potential, this identifies the Anderson mixing update with a quasi-Newton update for a single step in exact arithmetic, with a Euclidean metric and independent residual differences.

## What is proved

The main theorem, `anderson_multisecant`, takes any real b, any X and any R of full column rank, and states four things:

- GR = X.
- Every C ≠ G with CR = X satisfies ‖G + bI‖² < ‖C + bI‖².
- For every r there is exactly one least-squares solution y.
- For all x and r, and for the least-squares solution y, x − Gr = x − Xy + b(r − Ry).

In Lean, the finite types `n` and `m` index the vector components and the stored differences. The rank condition is `Function.Injective R.mulVec`. The matrix G is `andersonG b X R`, and `frobSq` is the squared Frobenius norm; since norms are nonnegative, minimising the square and minimising the norm are the same problem. `IsLeastSquares R r y` says that y really minimises the squared length of r − Ry, so the formula for y is derived and not built into the definition. The symbol `∃!` expresses existence together with uniqueness.

The theorem treats X and R as given matrices and does not require them to come from an actual iteration. With no stored differences, m = 0, it reduces to simple mixing with G = −bI.

A second theorem, `anderson_affine_residual`, concerns an affine residual r = Ax − d with R = AX of full column rank. It gives the residual after one Anderson step as

Ax_new − d = (I + bA)(r − Ry).

Neither theorem says that repeated Anderson steps converge. Nearly dependent columns, rounding errors and regularised least squares are not treated.

## Derivation

**The Gram matrix is invertible.** Suppose RᵀRv = 0. Then

|Rv|² = vᵀRᵀRv = 0,

so Rv = 0 = R0, and full column rank gives v = 0. A square matrix with trivial kernel is invertible.

**Least squares.** Put y* = (RᵀR)⁻¹Rᵀr. Then RᵀRy* = Rᵀr, which means

Rᵀ(r − Ry*) = 0.

For any z, write r − Rz = (r − Ry*) + R(y* − z). The cross term in the squared length is twice

(r − Ry*)·R(y* − z) = [Rᵀ(r − Ry*)]·(y* − z) = 0,

and therefore

|r − Rz|² = |r − Ry*|² + |R(y* − z)|².

So y* is a minimiser. If z is another, the last term must vanish, and full column rank gives z = y*.

**Secant equations.** Multiplying G by R gives

GR = −bR + (X + bR)(RᵀR)⁻¹(RᵀR) = −bR + X + bR = X.

**Closest matrix.** Let CR = X and put D = C − G. Then DR = X − X = 0. Since G + bI = (X + bR)(RᵀR)⁻¹Rᵀ,

(G + bI)Dᵀ = (X + bR)(RᵀR)⁻¹(DR)ᵀ = 0.

The diagonal entries of this product say that each row of G + bI is orthogonal to the same row of D. Because C + bI = (G + bI) + D, the squares add:

‖C + bI‖² = ‖G + bI‖² + ‖C − G‖².

If C ≠ G, the last term is positive, so G is the unique minimiser.

**The update.** With y = y*,

Gr = −br + (X + bR)y,

x − Gr = x − Xy + b(r − Ry).

**Affine residual.** Insert this update into Ax − d and use AX = R:

Ax_new − d = (Ax − d) − AXy + bA(r − Ry) = (r − Ry) + bA(r − Ry) = (I + bA)(r − Ry).

If r lies in the span of the columns of R, then r − Ry = 0 and the step solves the affine problem. This last consequence is drawn here by hand and is not a separate theorem in the file.

## Two components, one stored difference

Take n = 2, m = 1, b = 1/2, d = 0 and A = diag(−1, −2), so the solution is x = 0. Let X = (1, 1)ᵀ. Then R = AX = (−1, −2)ᵀ and RᵀR = 5. With rows separated by a semicolon,

G = [−3/5, −1/5; 0, −1/2],

and GR = (3/5 + 2/5, 1)ᵀ = X.

At x = (2, 1)ᵀ the residual is r = (−2, −2)ᵀ. The least-squares coefficient and residual are

y = Rᵀr/5 = 6/5,

r − Ry = (−4/5, 2/5)ᵀ.

The Anderson formula gives

x_new = (2 − 6/5 − 2/5, 1 − 6/5 + 1/5)ᵀ = (2/5, 0)ᵀ.

The quasi-Newton formula agrees: Gr = (8/5, 1)ᵀ, so x − Gr = (2/5, 0)ᵀ. The new residual is Ax_new = (−2/5, 0)ᵀ, which equals diag(1/2, 0) applied to r − Ry.

The exact inverse C = A⁻¹ = diag(−1, −1/2) also satisfies CR = X, but it lies farther from −bI:

‖C + bI‖² = 1/4 = 1/20 + 1/5 = ‖G + bI‖² + ‖C − G‖².

The nearest secant matrix is thus not, in general, the true inverse Jacobian.

## The Lean file

```lean
import Mathlib

open Matrix

namespace AndersonMultisecant

noncomputable section

variable {n m : Type*} [Fintype n] [Fintype m]

/-- The squared Frobenius norm of a real matrix: the sum of its squared entries. -/
def frobSq (A : Matrix n n ℝ) : ℝ := ∑ i, ∑ j, A i j ^ 2

/-- `y` is a least-squares solution of `R y = r`: it minimises the squared length of `r - R y`. -/
def IsLeastSquares (R : Matrix n m ℝ) (r : n → ℝ) (y : m → ℝ) : Prop :=
  ∀ z, (r - R *ᵥ y) ⬝ᵥ (r - R *ᵥ y) ≤ (r - R *ᵥ z) ⬝ᵥ (r - R *ᵥ z)

/-- Squared Frobenius norms add when the rows of `A` are orthogonal to those of `B`. -/
theorem frobSq_add {A B : Matrix n n ℝ} (hAB : A * Bᵀ = 0) :
    frobSq (A + B) = frobSq A + frobSq B := by
  have h : ∀ i, ∑ j, A i j * B i j = 0 := fun i => by
    have := congrFun (congrFun hAB i) i
    simpa [Matrix.mul_apply] using this
  unfold frobSq
  rw [← Finset.sum_add_distrib]
  refine Finset.sum_congr rfl fun i _ => ?_
  calc ∑ j, (A + B) i j ^ 2
      = ∑ j, A i j ^ 2 + ∑ j, B i j ^ 2 + 2 * ∑ j, A i j * B i j := by
        rw [Finset.mul_sum, ← Finset.sum_add_distrib, ← Finset.sum_add_distrib]
        exact Finset.sum_congr rfl fun j _ => by rw [Matrix.add_apply]; ring
    _ = _ := by rw [h i]; ring

variable [DecidableEq m]

/-- The vector `(Rᵀ R)⁻¹ Rᵀ r`. -/
def lsq (R : Matrix n m ℝ) (r : n → ℝ) : m → ℝ := (Rᵀ * R)⁻¹ *ᵥ (Rᵀ *ᵥ r)

/-- If the residual differences have full column rank, their Gram matrix is invertible. -/
theorem gram_isUnit {R : Matrix n m ℝ} (hR : Function.Injective R.mulVec) :
    IsUnit (Rᵀ * R).det := by
  rw [isUnit_iff_ne_zero]
  intro h
  obtain ⟨v, hv, h0⟩ := Matrix.exists_mulVec_eq_zero_iff.mpr h
  apply hv
  apply hR
  rw [Matrix.mulVec_zero]
  -- the squared length of `R v` is `v` paired with the Gram matrix applied to `v`
  apply dotProduct_self_eq_zero.mp
  rw [Matrix.dotProduct_mulVec, ← Matrix.mulVec_transpose, Matrix.mulVec_mulVec, h0,
    zero_dotProduct]

/-- For `R` of full column rank, the squared residual at any `z` is the one at `lsq R r` plus the
squared length of the difference of the two fits. -/
theorem residual_pythagoras {R : Matrix n m ℝ} (hR : Function.Injective R.mulVec)
    (r : n → ℝ) (z : m → ℝ) :
    (r - R *ᵥ z) ⬝ᵥ (r - R *ᵥ z) =
      (r - R *ᵥ lsq R r) ⬝ᵥ (r - R *ᵥ lsq R r)
        + (R *ᵥ (lsq R r - z)) ⬝ᵥ (R *ᵥ (lsq R r - z)) := by
  have hg : (Rᵀ * R) *ᵥ lsq R r = Rᵀ *ᵥ r := by
    unfold lsq
    rw [Matrix.mulVec_mulVec, Matrix.mul_nonsing_inv _ (gram_isUnit hR), Matrix.one_mulVec]
  -- the optimal residual is orthogonal to the columns of `R`
  have hn : Rᵀ *ᵥ (r - R *ᵥ lsq R r) = 0 := by
    rw [Matrix.mulVec_sub, Matrix.mulVec_mulVec, hg, sub_self]
  have h0 : (r - R *ᵥ lsq R r) ⬝ᵥ (R *ᵥ (lsq R r - z)) = 0 := by
    rw [Matrix.dotProduct_mulVec, ← Matrix.mulVec_transpose, hn, zero_dotProduct]
  have h1 : r - R *ᵥ z = (r - R *ᵥ lsq R r) + R *ᵥ (lsq R r - z) := by
    rw [Matrix.mulVec_sub]; abel
  rw [h1, add_dotProduct, dotProduct_add, dotProduct_add,
    dotProduct_comm (R *ᵥ (lsq R r - z)) (r - R *ᵥ lsq R r), h0]
  ring

/-- For full column rank, the least-squares solution is exactly `(Rᵀ R)⁻¹ Rᵀ r`. -/
theorem isLeastSquares_iff {R : Matrix n m ℝ} (hR : Function.Injective R.mulVec)
    (r : n → ℝ) (y : m → ℝ) : IsLeastSquares R r y ↔ y = lsq R r := by
  have hpos : ∀ v : n → ℝ, 0 ≤ v ⬝ᵥ v := fun v =>
    Finset.sum_nonneg fun i _ => mul_self_nonneg (v i)
  constructor
  · intro h
    have h1 := h (lsq R r)
    have h2 := residual_pythagoras hR r y
    have h3 := hpos (R *ᵥ (lsq R r - y))
    have h4 : R *ᵥ (lsq R r - y) = 0 := dotProduct_self_eq_zero.mp (by linarith)
    have h5 : lsq R r - y = 0 := hR (by rw [Matrix.mulVec_zero]; exact h4)
    exact (sub_eq_zero.mp h5).symm
  · rintro rfl z
    have h2 := residual_pythagoras hR r z
    have h3 := hpos (R *ᵥ (lsq R r - z))
    linarith

variable [DecidableEq n]

/-- The Anderson matrix `G = -b I + (X + b R) (Rᵀ R)⁻¹ Rᵀ` built from iterate differences `X`,
residual differences `R` and the mixing parameter `b`. -/
def andersonG (b : ℝ) (X R : Matrix n m ℝ) : Matrix n n ℝ :=
  -(b • (1 : Matrix n n ℝ)) + (X + b • R) * (Rᵀ * R)⁻¹ * Rᵀ

/-- For `R` of full column rank, the Anderson matrix satisfies all secant equations at once: `G R =
X`. -/
theorem andersonG_secant (b : ℝ) (X : Matrix n m ℝ) {R : Matrix n m ℝ}
    (hR : Function.Injective R.mulVec) : andersonG b X R * R = X := by
  unfold andersonG
  rw [Matrix.add_mul, Matrix.neg_mul, Matrix.smul_mul, Matrix.one_mul, Matrix.mul_assoc,
    Matrix.mul_assoc, Matrix.nonsing_inv_mul _ (gram_isUnit hR), Matrix.mul_one]
  abel

/-- For `R` of full column rank and every `C` with `C R = X`, the squared distance from `C` to `-b
I` is that from `G` to `-b I` plus that from `C` to `G`. -/
theorem frobSq_secant (b : ℝ) {X R : Matrix n m ℝ} (hR : Function.Injective R.mulVec)
    {C : Matrix n n ℝ} (hC : C * R = X) :
    frobSq (C + b • (1 : Matrix n n ℝ)) =
      frobSq (andersonG b X R + b • (1 : Matrix n n ℝ)) + frobSq (C - andersonG b X R) := by
  have e1 : C + b • (1 : Matrix n n ℝ) =
      (andersonG b X R + b • (1 : Matrix n n ℝ)) + (C - andersonG b X R) := by abel
  have e2 : andersonG b X R + b • (1 : Matrix n n ℝ) =
      (X + b • R) * (Rᵀ * R)⁻¹ * Rᵀ := by unfold andersonG; abel
  rw [e1]
  apply frobSq_add
  -- `C - G` annihilates the columns of `R`
  rw [e2, Matrix.mul_assoc, ← Matrix.transpose_mul, Matrix.sub_mul, hC,
    andersonG_secant b X hR, sub_self, Matrix.transpose_zero, Matrix.mul_zero]

/-- For `R` of full column rank, the quasi-Newton step `x - G r` is the Anderson update with
least-squares coefficients `y`. -/
theorem anderson_update (b : ℝ) (X : Matrix n m ℝ) {R : Matrix n m ℝ}
    (hR : Function.Injective R.mulVec) (x : n → ℝ) {r : n → ℝ} {y : m → ℝ}
    (hy : IsLeastSquares R r y) :
    x - andersonG b X R *ᵥ r = x - X *ᵥ y + b • (r - R *ᵥ y) := by
  have hG : andersonG b X R *ᵥ r = -(b • r) + (X + b • R) *ᵥ lsq R r := by
    unfold andersonG lsq
    rw [Matrix.add_mulVec, Matrix.neg_mulVec, Matrix.smul_mulVec, Matrix.one_mulVec]
    simp only [Matrix.mulVec_mulVec, Matrix.mul_assoc]
  rw [(isLeastSquares_iff hR r y).mp hy, hG, Matrix.add_mulVec, Matrix.smul_mulVec, smul_sub]
  abel

/-- For `R` of full column rank, `G` satisfies `G R = X` and is strictly closest to `-b I` among
all such matrices; least-squares coefficients exist uniquely and `x - G r` is the Anderson update. -/
theorem anderson_multisecant (b : ℝ) (X : Matrix n m ℝ) {R : Matrix n m ℝ}
    (hR : Function.Injective R.mulVec) :
    andersonG b X R * R = X ∧
    (∀ C : Matrix n n ℝ, C * R = X → C ≠ andersonG b X R →
      frobSq (andersonG b X R + b • (1 : Matrix n n ℝ)) <
        frobSq (C + b • (1 : Matrix n n ℝ))) ∧
    (∀ r, ∃! y, IsLeastSquares R r y) ∧
    ∀ x r y, IsLeastSquares R r y →
      x - andersonG b X R *ᵥ r = x - X *ᵥ y + b • (r - R *ᵥ y) := by
  refine ⟨andersonG_secant b X hR, fun C hC hne => ?_, fun r => ?_,
    fun x r y hy => anderson_update b X hR x hy⟩
  · -- some entry of `C - G` is nonzero, so its norm is positive
    have hex : ∃ i j, (C - andersonG b X R) i j ≠ 0 := by
      by_contra h
      apply hne
      ext i j
      by_contra hij
      refine h ⟨i, j, fun h0 => hij ?_⟩
      rw [Matrix.sub_apply] at h0
      exact sub_eq_zero.mp h0
    obtain ⟨i, j, hij⟩ := hex
    have hpos : 0 < frobSq (C - andersonG b X R) :=
      Finset.sum_pos' (fun _ _ => Finset.sum_nonneg fun _ _ => sq_nonneg _)
        ⟨i, Finset.mem_univ i, Finset.sum_pos' (fun _ _ => sq_nonneg _)
          ⟨j, Finset.mem_univ j, by positivity⟩⟩
    have h := frobSq_secant b hR hC
    linarith
  · exact ⟨lsq R r, (isLeastSquares_iff hR r _).mpr rfl,
      fun y hy => (isLeastSquares_iff hR r y).mp hy⟩

/-- For an affine residual `A x - d` with residual differences `A X` of full column rank, one
Anderson step turns the residual `r` into `(I + b A)` applied to the least-squares residual. -/
theorem anderson_affine_residual (b : ℝ) {A : Matrix n n ℝ} {X : Matrix n m ℝ}
    (hR : Function.Injective (A * X).mulVec) {x d r : n → ℝ} (hr : A *ᵥ x - d = r)
    {y : m → ℝ} (hy : IsLeastSquares (A * X) r y) :
    A *ᵥ (x - andersonG b X (A * X) *ᵥ r) - d =
      (1 + b • A) *ᵥ (r - (A * X) *ᵥ y) := by
  rw [anderson_update b X hR x hy, Matrix.mulVec_add, Matrix.mulVec_sub, Matrix.mulVec_smul,
    Matrix.mulVec_mulVec, Matrix.add_mulVec, Matrix.one_mulVec, Matrix.smul_mulVec,
    eq_add_of_sub_eq hr]
  abel

end

end AndersonMultisecant
```

```lean
#print axioms AndersonMultisecant.anderson_multisecant
-- 'AndersonMultisecant.anderson_multisecant' depends on axioms: [propext, Classical.choice, Quot.sound]
#print axioms AndersonMultisecant.anderson_affine_residual
-- 'AndersonMultisecant.anderson_affine_residual' depends on axioms: [propext, Classical.choice, Quot.sound]
```

## How the proof follows the algebra

`frobSq_add` is the Pythagorean rule for matrices. Its hypothesis is `A * Bᵀ = 0`, of which only the diagonal entries are used. The `calc` block expands each squared sum and removes the cross term.

`gram_isUnit` argues by contradiction. A zero determinant would supply a nonzero v with RᵀRv = 0; the proof rewrites |Rv|² until this product appears, then uses injectivity to force v = 0. The result licenses every later cancellation of `(Rᵀ * R)⁻¹`.

`residual_pythagoras` follows the least-squares derivation closely. Its intermediate facts are the normal equations `hg`, the orthogonality `hn`, the vanishing cross term `h0` and the splitting `h1`. From this identity, `isLeastSquares_iff` shows that being a minimiser is equivalent to being `lsq R r`. In one direction, `linarith` combines minimality with the identity to make |R(y* − y)|² vanish; in the other, it combines the identity with the fact that squared lengths are nonnegative.

`andersonG_secant` performs the multiplication GR. In `frobSq_secant`, `e1` splits C + bI, and `frobSq_add` reduces the claim to the vanishing of a matrix product. Once `e2` has rewritten G + bI, that product contains the transpose of (C − G)R, which is zero.

`anderson_update` replaces y by the normal-equation solution and expands Gr. The main theorem then assembles the parts. Its one additional argument is strictness: if C ≠ G, some entry of C − G is nonzero, so `Finset.sum_pos'` makes the squared norm positive, and `linarith` turns the norm identity into a strict inequality.

Finally, `anderson_affine_residual` substitutes the update into the affine map, distributes A over the terms, and uses `hr` to replace Ax by r + d. The remaining terms cancel by `abel`.
